# Cutting a chain of $N$ sites into layers of at least $r$ sites, the hopping range, gives a sum of cubed layer sizes of at least $Nr^2$

Before a recursive Green function calculation of a device starts, its sites are grouped into layers, each coupled only to itself and to its two neighbours. The matrix to invert is $(E+i\eta)-H$, with energy $E$, small broadening $\eta$ and Hamiltonian $H$, less the self-energies of any attached leads. The recursion works layer by layer and yields selected blocks of the inverse; inverting a dense block of $n$ sites takes of order $n^3$ operations. The grouping therefore strongly affects the run time.

Take a chain of $N$ sites, numbered from 0, with $H_{xy}=0$ whenever $|x-y|>r$. Cut it into $L$ consecutive layers of $n_0,\dots,n_{L-1}$ sites, so that $N=\sum_i n_i$. If every $n_i\ge r$, then $H$ is block tridiagonal and

$$\sum_i n_i^3\;\ge\;N r^2,$$

with equality exactly when every $n_i=r$. For simulation practice this means that, in a finite non-interacting chain with the sum of cubes as cost model and no layer below $r$ sites, layers of exactly $r$ sites are the cheapest choice whenever $r$ divides $N$.

## How a layer separates its neighbours

Let layer $i$ start at site $e_i=n_0+\dots+n_{i-1}$. Suppose $x$ lies in layer $i$ and $y$ in layer $j>i+1$. Then $x<e_{i+1}$, and $y\ge e_{i+2}=e_{i+1}+n_{i+1}$. If $n_{i+1}\ge r$, this gives $y>x+r$, so $H_{xy}=0$; the opposite order is the same with $x$ and $y$ exchanged. Only interior layers, those with a layer on each side, enter this argument.

Conversely, let all layers be nonempty and all hoppings up to distance $r$ be nonzero. The sites $e_i-1$ and $e_{i+1}$ on either side of an interior layer $i$ are $n_i+1$ apart. If $n_i<r$, they are coupled, and $H$ is not block tridiagonal. Taking their distance as $n_i$ instead of $n_i+1$ would wrongly demand $r+1$ sites per interior layer.

## Comparing the cubes

For each layer,

$$n_i^3-n_i r^2=n_i(n_i-r)(n_i+r)\ge 0 .$$

Summing over $i$ gives the bound. If some $n_i>r$, its term is positive and the bound is strict; if all $n_i=r$, every term vanishes. Equality makes $N=Lr$, so the bound is also strict whenever $r$ does not divide $N$.

The condition on the end layers matters. For $r=2$ and sizes $1,2,1$, the matrix is block tridiagonal, but the cost is $1+8+1=10$, below $Nr^2=16$. Requiring $n_i\ge r$ only for interior layers is thus not enough for the bound. Physically, a lead with the same hopping range couples to the outermost $r$ sites, and an end layer of at least $r$ sites holds that lead's whole self-energy in one block.

## Sites, layers and cost in Lean

```lean
import Mathlib

namespace LayerPartition
```

The sizes form a function `n : ℕ → ℕ`, of which the first `L` values are used. The name `edge` denotes a position along the chain: `edge n i` is $e_i$, and `edge n L` is $N$.

```lean
/-- The number of sites in the layers before layer `i`, which is also the position of the
first site after them; `edge n L` is the length of a chain of `L` layers. -/
def edge (n : ℕ → ℕ) (i : ℕ) : ℕ := ∑ j ∈ Finset.range i, n j

/-- Site `x` belongs to layer `i` of the partition with layer sizes `n`. -/
def InLayer (n : ℕ → ℕ) (i x : ℕ) : Prop := edge n i ≤ x ∧ x < edge n (i + 1)
```

The Hamiltonian is a complex matrix with one orbital per site. It need not be Hermitian, and its on-site elements are unrestricted. The next two definitions separate the two halves of "nonzero exactly up to distance $r$": the first says that hopping vanishes beyond $r$, the second that it is nonzero up to $r$.

```lean
/-- The matrix elements of `H` vanish between sites more than `r` apart. -/
def HopsWithin {N : ℕ} (H : Matrix (Fin N) (Fin N) ℂ) (r : ℕ) : Prop :=
  ∀ x y : Fin N, (x : ℕ) + r < y ∨ (y : ℕ) + r < x → H x y = 0

/-- The hopping between any two different sites at most `r` apart is nonzero. -/
def HopsUpTo {N : ℕ} (H : Matrix (Fin N) (Fin N) ℂ) (r : ℕ) : Prop :=
  ∀ x y : Fin N, x ≠ y → (x : ℕ) ≤ y + r → (y : ℕ) ≤ x + r → H x y ≠ 0
```

Block tridiagonality is stated through matrix elements between sites of non-adjacent layers.

```lean
/-- `H` couples no two layers that are neither equal nor adjacent. -/
def BlockTridiagonal {N : ℕ} (H : Matrix (Fin N) (Fin N) ℂ) (n : ℕ → ℕ) : Prop :=
  ∀ (i j : ℕ) (x y : Fin N), InLayer n i x → InLayer n j y →
    (i + 1 < j ∨ j + 1 < i) → H x y = 0
```

The cost is a definition, not a count derived from an algorithm. The step from here to a real device code is the assumption that run time follows this sum; products with the coupling blocks between layers are not counted separately.

```lean
/-- The cost model of recursive inversion: the sum of the cubes of the sizes of `L` layers. -/
def cost (n : ℕ → ℕ) (L : ℕ) : ℕ := ∑ i ∈ Finset.range L, n i ^ 3
```

## The layers partition the chain

The first two lemmas give $e_{i+1}=e_i+n_i$ and the monotonicity of $e_i$.

```lean
/-- Each layer starts where the previous one ends. -/
theorem edge_succ (n : ℕ → ℕ) (i : ℕ) : edge n (i + 1) = edge n i + n i :=
  Finset.sum_range_succ n i

/-- Later layers start no earlier along the chain. -/
theorem edge_mono (n : ℕ → ℕ) {i j : ℕ} (h : i ≤ j) : edge n i ≤ edge n j :=
  monotone_nat_of_le_succ (f := edge n)
    (fun k => by rw [edge_succ]; exact Nat.le_add_right _ _) h
```

Every site has one and only one layer. The induction adds one layer at a time: a site is either in the shorter chain or in the new layer, and monotonicity excludes any second layer.

```lean
/-- Every site of the chain lies in exactly one layer. -/
theorem existsUnique_layer (n : ℕ → ℕ) (L x : ℕ) (hx : x < edge n L) :
    ∃! i, InLayer n i x := by
  induction L with
  | zero => simp [edge] at hx
  | succ L ih =>
    by_cases h : x < edge n L
    · exact ih h
    · refine ⟨L, ⟨not_lt.1 h, hx⟩, fun j hj => ?_⟩
      obtain ⟨h1, h2⟩ := hj
      rcases lt_trichotomy j L with hl | hl | hl
      · have := edge_mono n (show j + 1 ≤ L from hl)
        omega
      · exact hl
      · have := edge_mono n (show L + 1 ≤ j from hl)
        omega
```

## Block tridiagonality as a condition on interior layers

The inner statement `key` is the separation inequality $x+r<y$. It first shows that $j<L$, so that layer $i+1$ is interior, and `omega` then combines the inequalities for the layer boundaries. The last lines treat both orders of the two layers.

```lean
/-- If hopping vanishes beyond distance `r` and every interior layer has at least `r` sites,
the Hamiltonian is block tridiagonal. -/
theorem blockTridiagonal_of_interior {n : ℕ → ℕ} {L r : ℕ}
    {H : Matrix (Fin (edge n L)) (Fin (edge n L)) ℂ} (hH : HopsWithin H r)
    (hn : ∀ i, 0 < i → i + 1 < L → r ≤ n i) : BlockTridiagonal H n := by
  -- a full layer between two sites separates them by more than r
  have key : ∀ i j x y : ℕ, InLayer n i x → InLayer n j y → y < edge n L →
      i + 1 < j → x + r < y := by
    intro i j x y hx hy hyL hij
    have h5 := hy.1
    have hjL : j < L := by
      by_contra h
      have := edge_mono n (not_lt.1 h)
      omega
    have h1 := edge_mono n (show i + 1 + 1 ≤ j from hij)
    have h2 := edge_succ n (i + 1)
    have h3 := hn (i + 1) (by omega) (by omega)
    have h4 := hx.2
    omega
  intro i j x y hx hy hij
  exact hH x y (hij.elim (fun h => Or.inl (key i j x y hx hy y.2 h))
    (fun h => Or.inr (key j i y x hy hx x.2 h)))
```

The equivalence also uses `HopsUpTo` and nonempty layers. Its forward direction writes the interior layer as `k + 1`, assumes it too short, and takes the two bordering sites, `edge n (k + 1) - 1` and `edge n (k + 2)`. Block tridiagonality makes their matrix element zero, while `hU` makes it nonzero.

```lean
/-- For nonempty layers and hopping that is nonzero exactly up to distance `r`, the Hamiltonian
is block tridiagonal if and only if every interior layer has at least `r` sites. -/
theorem blockTridiagonal_iff {n : ℕ → ℕ} {L r : ℕ}
    {H : Matrix (Fin (edge n L)) (Fin (edge n L)) ℂ} (hH : HopsWithin H r)
    (hU : HopsUpTo H r) (hpos : ∀ i < L, 0 < n i) :
    BlockTridiagonal H n ↔ ∀ i, 0 < i → i + 1 < L → r ≤ n i := by
  refine ⟨fun hT i hi hiL => ?_, blockTridiagonal_of_interior hH⟩
  obtain ⟨k, rfl⟩ : ∃ k, i = k + 1 := ⟨i - 1, by omega⟩
  have e0 := edge_succ n k
  have e1 : edge n (k + 2) = edge n (k + 1) + n (k + 1) := edge_succ n (k + 1)
  have e2 := edge_succ n (k + 2)
  have p0 := hpos k (by omega)
  have p2 := hpos (k + 2) (by omega)
  have eL := edge_mono n (show k + 2 + 1 ≤ L by omega)
  by_contra hlt
  -- the two sites bordering a layer that is too short are coupled
  have hx : edge n (k + 1) - 1 < edge n L := by omega
  have hy : edge n (k + 2) < edge n L := by omega
  have q : edge n (k + 1) - 1 ≠ edge n (k + 2) := by omega
  exact hU ⟨_, hx⟩ ⟨_, hy⟩ (fun h => q (congrArg Fin.val h))
    (show edge n (k + 1) - 1 ≤ edge n (k + 2) + r by omega)
    (show edge n (k + 2) ≤ edge n (k + 1) - 1 + r by omega)
    (hT k (k + 2) ⟨_, hx⟩ ⟨_, hy⟩
      ⟨show edge n k ≤ edge n (k + 1) - 1 by omega,
        show edge n (k + 1) - 1 < edge n (k + 1) by omega⟩
      ⟨le_rfl, show edge n (k + 2) < edge n (k + 2 + 1) by omega⟩
      (Or.inl (by omega)))
```

## The cost bound and its equality case

The main theorem needs only `HopsWithin` and $r\le n_i$ for every layer. It combines block tridiagonality, the bound and the equality condition. Here `hle` is the comparison for one layer, in the form $n_i r^2\le n_i n_i^2$, and `Finset.sum_le_sum` adds the layers up. For equality, one oversized layer makes the sum strictly larger through `Finset.sum_lt_sum`; the converse is substitution.

```lean
/-- If hopping vanishes beyond distance `r` and every layer has at least `r` sites, the
Hamiltonian is block tridiagonal and the inversion cost is at least the chain length times
`r ^ 2`, with equality if and only if every layer has exactly `r` sites. -/
theorem layer_partition_cost {n : ℕ → ℕ} {L r : ℕ}
    {H : Matrix (Fin (edge n L)) (Fin (edge n L)) ℂ} (hH : HopsWithin H r)
    (hn : ∀ i < L, r ≤ n i) :
    BlockTridiagonal H n ∧ edge n L * r ^ 2 ≤ cost n L ∧
      (cost n L = edge n L * r ^ 2 ↔ ∀ i < L, n i = r) := by
  -- comparison of the cost layer by layer
  have hle : ∀ i ∈ Finset.range L, n i * r ^ 2 ≤ n i ^ 3 := by
    intro i hi
    have h := hn i (Finset.mem_range.1 hi)
    calc n i * r ^ 2 ≤ n i * n i ^ 2 := by gcongr
      _ = n i ^ 3 := by ring
  refine ⟨blockTridiagonal_of_interior hH (fun i _ hi => hn i (by omega)), ?_, ?_, ?_⟩
  · rw [edge, cost, Finset.sum_mul]
    exact Finset.sum_le_sum hle
  · intro h i hi
    by_contra hne
    -- one oversized layer makes the total strictly larger
    have hri : r < n i := lt_of_le_of_ne (hn i hi) (Ne.symm hne)
    have hpos : 0 < n i := by omega
    have hs : n i * r ^ 2 < n i ^ 3 := by
      calc n i * r ^ 2 < n i * n i ^ 2 := by gcongr
        _ = n i ^ 3 := by ring
    have hlt : edge n L * r ^ 2 < cost n L := by
      rw [edge, cost, Finset.sum_mul]
      exact Finset.sum_lt_sum hle ⟨i, Finset.mem_range.2 hi, hs⟩
    exact hlt.ne' h
  · intro h
    rw [edge, cost, Finset.sum_mul]
    refine Finset.sum_congr rfl (fun i hi => ?_)
    rw [h i (Finset.mem_range.1 hi)]
    ring
```

The strict bound concerns sizes alone. Its proof applies the main theorem to the zero matrix, which satisfies `HopsWithin` trivially. Equality would make every size equal to $r$, and $r$ would then divide their sum.

```lean
/-- If every layer has at least `r` sites and `r` does not divide the chain length, the
inversion cost is strictly above the chain length times `r ^ 2`. -/
theorem cost_strict_of_not_dvd {n : ℕ → ℕ} {L r : ℕ} (hn : ∀ i < L, r ≤ n i)
    (hd : ¬ r ∣ edge n L) : edge n L * r ^ 2 < cost n L := by
  have hz : HopsWithin (0 : Matrix (Fin (edge n L)) (Fin (edge n L)) ℂ) r :=
    fun _ _ _ => rfl
  obtain ⟨-, hb, he⟩ := layer_partition_cost hz hn
  refine lt_of_le_of_ne hb (fun h => hd ?_)
  exact Finset.dvd_sum (fun i hi => dvd_of_eq (he.1 h.symm i (Finset.mem_range.1 hi)).symm)
```

## Short end layers go below the bound

The counter-example extends to every $r\ge2$ with sizes $1,r,1$.

```lean
/-- Layer sizes with `r` sites in layer 1 and a single site in every other layer. -/
def shortEnds (r : ℕ) : ℕ → ℕ := fun i => if i = 1 then r else 1
```

The only interior layer has $r$ sites, so the matrix is block tridiagonal. The cost is $r^3+2$, while $Nr^2=(r+2)r^2=r^3+2r^2$. The closing `nlinarith` step uses $r^2\ge4$.

```lean
/-- For `r ≥ 2` and hopping that vanishes beyond distance `r`, three layers of sizes `1, r, 1`
give a block tridiagonal Hamiltonian whose inversion cost is below the chain length
times `r ^ 2`. -/
theorem short_end_layers_beat_bound {r : ℕ} (hr : 2 ≤ r)
    {H : Matrix (Fin (edge (shortEnds r) 3)) (Fin (edge (shortEnds r) 3)) ℂ}
    (hH : HopsWithin H r) :
    BlockTridiagonal H (shortEnds r) ∧
      cost (shortEnds r) 3 < edge (shortEnds r) 3 * r ^ 2 := by
  constructor
  · refine blockTridiagonal_of_interior hH (fun i h0 h3 => ?_)
    obtain rfl : i = 1 := by omega
    simp [shortEnds]
  · have e : edge (shortEnds r) 3 = 1 + r + 1 := by
      simp [edge, shortEnds, Finset.sum_range_succ]
    have c : cost (shortEnds r) 3 = 1 + r ^ 3 + 1 := by
      simp [cost, shortEnds, Finset.sum_range_succ]
    rw [e, c]
    nlinarith [mul_le_mul hr hr (Nat.zero_le 2) (Nat.zero_le r)]

end LayerPartition
```

```lean
#print axioms LayerPartition.blockTridiagonal_iff
#print axioms LayerPartition.layer_partition_cost
#print axioms LayerPartition.cost_strict_of_not_dvd
#print axioms LayerPartition.short_end_layers_beat_bound
```

```
'LayerPartition.blockTridiagonal_iff' depends on axioms: [propext, Classical.choice, Quot.sound]
'LayerPartition.layer_partition_cost' depends on axioms: [propext, Classical.choice, Quot.sound]
'LayerPartition.cost_strict_of_not_dvd' depends on axioms: [propext, Classical.choice, Quot.sound]
'LayerPartition.short_end_layers_beat_bound' depends on axioms: [propext, Classical.choice, Quot.sound]
```
